# An observable that commutes with the Hamiltonian of a three-site chain but is not conserved by the projected dynamics

The theorem `chain_not_conserved` concerns a three-site chain with hopping amplitude 1 between neighbours and no on-site energies, described by a 3 × 3 matrix H. It states that H and a second matrix A are Hermitian and commute, that P, which keeps the first two sites, is an orthogonal projector, and that the evolution i ψ' = PHP ψ nevertheless fails to keep ⟨ψ, A ψ⟩ constant for some initial state left unchanged by P. The proof checks the matrix identities entry by entry. For the last claim it follows the trajectory (cos t, −i sin t, 0), which has norm 1, so that ⟨ψ, A ψ⟩ is its expectation value without further normalisation; this value is 1 at time 0 and 2 at time π/2.

In Lean, a first try:

```lean
import Mathlib

open Matrix

namespace ChainNotConserved

noncomputable section

variable {n : Type*} [Fintype n] [DecidableEq n]

/-- The expectation value `⟨v, A v⟩` of a matrix `A` in the (not necessarily normalised)
state `v`. -/
def expect {n : Type*} [Fintype n] (A : Matrix n n ℂ) (v : n → ℂ) : ℂ :=
  star v ⬝ᵥ A *ᵥ v

/-- The trajectory `ψ` solves the Schrödinger equation `i ψ' = K ψ` at all times. -/
def IsSolution {n : Type*} [Fintype n] (K : Matrix n n ℂ) (ψ : ℝ → n → ℂ) : Prop :=
  ∀ t, HasDerivAt ψ ((-Complex.I) • (K *ᵥ ψ t)) t

/-- The dynamics `i ψ' = PHP ψ` keeps `⟨ψ, A ψ⟩` constant for every initial state
that `P` leaves unchanged. -/
def Conserves {n : Type*} [Fintype n] (H A P : Matrix n n ℂ) : Prop :=
  ∀ ψ, IsSolution (P * H * P) ψ → P *ᵥ ψ 0 = ψ 0 →
    ∀ t, expect A (ψ t) = expect A (ψ 0)

/-- Hopping Hamiltonian of a chain of three sites. -/
def chainH : Matrix (Fin 3) (Fin 3) ℂ := !![0, 1, 0; 1, 0, 1; 0, 1, 0]

/-- An observable on the three-site chain. -/
def chainA : Matrix (Fin 3) (Fin 3) ℂ := !![1, 0, 1; 0, 2, 0; 1, 0, 1]

/-- The projector on the first two sites of the chain. -/
def chainP : Matrix (Fin 3) (Fin 3) ℂ := !![1, 0, 0; 0, 1, 0; 0, 0, 0]

/-- The trajectory `(cos t, -i sin t, 0)` on the chain. -/
def chainPsi (t : ℝ) : Fin 3 → ℂ :=
  ![((Real.cos t : ℝ) : ℂ), -Complex.I * ((Real.sin t : ℝ) : ℂ), 0]

/-- The trajectory `(cos t, -i sin t, 0)` solves the projected Schrödinger equation of the
chain, and along it the observable has the expectation value `1 + sin² t`. -/
theorem chain_drift : IsSolution (chainP * chainH * chainP) chainPsi ∧
    ∀ t, expect chainA (chainPsi t) = 1 + ((Real.sin t : ℝ) : ℂ) ^ 2 := by
  constructor
  · have hK : chainP * chainH * chainP = !![0, 1, 0; 1, 0, 0; 0, 0, 0] := by
      ext i j
      fin_cases i <;> fin_cases j <;>
        simp [chainP, chainH, Matrix.mul_apply, Fin.sum_univ_three]
    intro t
    have hv : (-Complex.I) • ((chainP * chainH * chainP) *ᵥ chainPsi t) =
        ![((-Real.sin t : ℝ) : ℂ), -Complex.I * ((Real.cos t : ℝ) : ℂ), 0] := by
      rw [hK]
      ext i
      fin_cases i <;>
        simp [chainPsi, ← mul_assoc]
    rw [hv]
    refine hasDerivAt_pi.2 fun i => ?_
    fin_cases i
    · exact (Real.hasDerivAt_cos t).ofReal_comp
    · exact (Real.hasDerivAt_sin t).ofReal_comp.const_mul (-Complex.I)
    · exact hasDerivAt_const t (0 : ℂ)
  · intro t
    have hab : ∀ a b : ℝ, expect chainA ![(a : ℂ), -Complex.I * (b : ℂ), 0] =
        (a : ℂ) ^ 2 + 2 * (b : ℂ) ^ 2 := by
      intro a b
      simp [expect, chainA, Matrix.mulVec, dotProduct, Fin.sum_univ_three]
      linear_combination (-2 * (b : ℂ) ^ 2) * Complex.I_sq
    have h1 : ((Real.cos t : ℝ) : ℂ) ^ 2 + ((Real.sin t : ℝ) : ℂ) ^ 2 = 1 := by
      rw [← Complex.ofReal_pow, ← Complex.ofReal_pow, ← Complex.ofReal_add,
        Real.cos_sq_add_sin_sq, Complex.ofReal_one]
    rw [chainPsi, hab]
    linear_combination h1

/-- On the three-site chain the Hermitian matrices `H` and `A` commute and `P` is an orthogonal
projector, yet the dynamics projected by `P` does not conserve `⟨ψ, A ψ⟩`. -/
theorem chain_not_conserved :
    chainH.IsHermitian ∧ chainA.IsHermitian ∧ chainP.IsHermitian ∧
      chainP * chainP = chainP ∧ chainH * chainA = chainA * chainH ∧
      ¬ Conserves chainH chainA chainP := by
  refine ⟨?_, ?_, ?_, ?_, ?_, ?_⟩
  · unfold Matrix.IsHermitian
    ext i j
    fin_cases i <;> fin_cases j <;> simp [chainH, Matrix.conjTranspose_apply]
  · unfold Matrix.IsHermitian
    ext i j
    fin_cases i <;> fin_cases j <;> simp [chainA, Matrix.conjTranspose_apply]
  · unfold Matrix.IsHermitian
    ext i j
    fin_cases i <;> fin_cases j <;> simp [chainP, Matrix.conjTranspose_apply]
  · ext i j
    fin_cases i <;> fin_cases j <;> simp [chainP, Matrix.mul_apply, Fin.sum_univ_three]
  · ext i j
    fin_cases i <;> fin_cases j <;>
      norm_num [chainH, chainA, Matrix.mul_apply, Fin.sum_univ_three]
  · intro h
    have h0 : chainP *ᵥ chainPsi 0 = chainPsi 0 := by
      ext i
      fin_cases i <;>
        simp [chainP, chainPsi, Matrix.mulVec, dotProduct, Fin.sum_univ_three]
    -- compare the times 0 and π/2
    have h1 := h chainPsi chain_drift.1 h0 (Real.pi / 2)
    rw [chain_drift.2, chain_drift.2, Real.sin_pi_div_two, Real.sin_zero] at h1
    norm_num at h1

end

end ChainNotConserved
```

The error:

```
Main.lean:91:2: error: unsolved goals
case refine_5.«0».«0»
⊢ ![0, 1, 0] 2 * vecCons 1 (fun i => vecCons 0 (fun i => 1) i) 2 =
    ![1, 0, 1] 2 * vecCons 0 (fun i => vecCons 1 (fun i => 0) i) 2

case refine_5.«0».«1»
⊢ 2 + ![0, 1, 0] 2 * vecCons 0 (fun i => vecCons 2 (fun i => 0) i) 2 =
    1 + ![1, 0, 1] 2 * vecCons 1 (fun i => vecCons 0 (fun i => 1) i) 2

case refine_5.«0».«2»
⊢ ![0, 1, 0] 2 * vecCons 1 (fun i => vecCons 0 (fun i => 1) i) 2 =
    ![1, 0, 1] 2 * vecCons 0 (fun i => vecCons 1 (fun i => 0) i) 2

case refine_5.«1».«0»
⊢ 1 + ![1, 0, 1] 2 * vecCons 1 (fun i => vecCons 0 (fun i => 1) i) 2 =
    2 + ![0, 2, 0] 2 * vecCons 0 (fun i => vecCons 1 (fun i => 0) i) 2

case refine_5.«1».«1»
⊢ ![1, 0, 1] 2 * vecCons 0 (fun i => vecCons 2 (fun i => 0) i) 2 =
    ![0, 2, 0] 2 * vecCons 1 (fun i => vecCons 0 (fun i => 1) i) 2

case refine_5.«1».«2»
⊢ 1 + ![1, 0, 1] 2 * vecCons 1 (fun i => vecCons 0 (fun i => 1) i) 2 =
    2 + ![0, 2, 0] 2 * vecCons 0 (fun i => vecCons 1 (fun i => 0) i) 2

case refine_5.«2».«0»
⊢ ![0, 1, 0] 2 * vecCons 1 (fun i => vecCons 0 (fun i => 1) i) 2 =
    ![1, 0, 1] 2 * vecCons 0 (fun i => vecCons 1 (fun i => 0) i) 2

case refine_5.«2».«1»
⊢ 2 + ![0, 1, 0] 2 * vecCons 0 (fun i => vecCons 2 (fun i => 0) i) 2 =
    1 + ![1, 0, 1] 2 * vecCons 1 (fun i => vecCons 0 (fun i => 1) i) 2

case refine_5.«2».«2»
⊢ ![0, 1, 0] 2 * vecCons 1 (fun i => vecCons 0 (fun i => 1) i) 2 =
    ![1, 0, 1] 2 * vecCons 0 (fun i => vecCons 1 (fun i => 0) i) 2
```

The error lies in the proof that H and A commute. All nine entries of HA = AH are left unsolved, and each remaining goal contains vector entries at index 2 that have not been evaluated, such as `![0, 1, 0] 2`. The equations are true, but `norm_num` cannot finish the arithmetic while these entries are not plain numbers.

Entries at indices 0 and 1 are reduced by ordinary simp lemmas. Reading off the entry at index 2 is the work of a simproc, a small evaluation procedure that `simp` runs by default and `norm_num` does not. Giving `norm_num` the definitions of the matrices and the expansion of the sum over three sites therefore was not enough.

The repair calls `simp` with the same list of lemmas, so that the entries at index 2 are evaluated too. The added `<;> norm_num` then deals with any purely numerical equation that `simp` leaves open, such as 2 = 1 + 1.

After these edits no error is left:

```diff
@@ -91,5 +91,5 @@
   · ext i j
     fin_cases i <;> fin_cases j <;>
-      norm_num [chainH, chainA, Matrix.mul_apply, Fin.sum_univ_three]
+      simp [chainH, chainA, Matrix.mul_apply, Fin.sum_univ_three] <;> norm_num
   · intro h
     have h0 : chainP *ᵥ chainPsi 0 = chainPsi 0 := by
```
